# In a quadratic defect model, a missing charge correction $cq^2$ removes every intermediate charge state once $2c > U$

Suppose that a supercell calculation of a charged defect shows a direct jump from charge $+1$ to charge $-1$ as the Fermi level rises, with no range in which the neutral defect is stable. This looks like a defect with negative $U$, whose stable charge changes by two at a single Fermi level. The same picture can come from an omitted image-charge correction. If the true energies of the charges $\pm1$ lie on average $0.5$ eV above that of the neutral defect, and the missing correction lowers each of them by $0.6$ eV, their average drops to $0.1$ eV below it. At every Fermi level at least one of the two charged states then beats the neutral one, although the corrected energies give the neutral state a window $1$ eV wide.

For energies that are quadratic in the charge, there is a sharp boundary between the case in which the intermediate charges keep a stability window, though one of the wrong width, and the case in which they lose it. Let $U$ be the curvature of the corrected energy and $cq^2$ the missing correction. If $2c<U$, every allowed charge is still the only minimiser at some Fermi level. If $2c>U$, only the two extreme charges can ever be stable. For positive $U$ and the leading point-charge form of $c$, this gives the cell length above which uncorrected energies still show a stability window for the intermediate charges. The model has a single $U$ for all charges and a correction purely quadratic in $q$.

## Energies with and without the correction

Let $q$ be the integer charge of the defect in units of the elementary charge. The corrected energy is

$$E^{\text{corr}}_q = a\,q + \frac{U}{2}\,q^2 .$$

The real number $a$ fixes where the charge transitions lie on the energy scale. The parameter $U$ is the second difference $E^{\text{corr}}_{q+1}+E^{\text{corr}}_{q-1}-2E^{\text{corr}}_q$, an effective repulsion between added charges. A term independent of $q$ is left out, because it shifts all charges equally.

In Lean 4 with Mathlib:

```lean
import Mathlib

namespace MissingChargeCorrection

noncomputable section

/-- Corrected energy of a defect of charge `q`: a linear term and a quadratic term
with Hubbard-like parameter `U`. -/
def correctedEnergy (a U : ℝ) (q : ℤ) : ℝ := a * q + U / 2 * (q : ℝ) ^ 2
```

In a periodic calculation the charged defect interacts with its own images and with the neutralising background. To leading order this changes the energy by $-cq^2$, where $c>0$ in the usual case. The correction adds $cq^2$ back. If it is missing, the energy is

$$E_q = E^{\text{corr}}_q - c\,q^2 = a\,q + \Big(\frac U2 - c\Big)q^2 .$$

```lean
/-- Supercell energy from which the image-charge correction `c q²` is missing. -/
def uncorrectedEnergy (a U c : ℝ) (q : ℤ) : ℝ :=
  correctedEnergy a U q - c * (q : ℝ) ^ 2
```

Exchange of electrons with a reservoir at Fermi level $m$ adds $qm$, which gives the formation energy

$$F_q(m) = E_q + q\,m .$$

```lean
/-- Uncorrected formation energy of charge `q` at Fermi level `m`. -/
def formationEnergy (a U c m : ℝ) (q : ℤ) : ℝ := uncorrectedEnergy a U c q + q * m
```

In these definitions the charge has type `ℤ` and is converted to a real number inside the formulas, while `a`, `U`, `c` and `m` are real. No signs are imposed on `U` and `c`. Setting $c=0$ therefore recovers the corrected energies, and a defect with truly negative $U$ is included. The Fermi level may be any real number. Whether a stability window falls inside the band gap of a given material is a separate question.

## Stable and uniquely stable charges

The allowed charges are the integers with $|q|\le n$. A charge $q$ is stable at Fermi level $m$ if it is allowed and

$$F_q(m)\le F_p(m)\qquad\text{for all integers } p \text{ with } |p|\le n .$$

```lean
/-- Charge `q` is stable at Fermi level `m`: it minimises the uncorrected formation energy
among the charges from `-n` to `n`. -/
def IsStable (a U c : ℝ) (n : ℤ) (m : ℝ) (q : ℤ) : Prop :=
  |q| ≤ n ∧ ∀ p : ℤ, |p| ≤ n → formationEnergy a U c m q ≤ formationEnergy a U c m p
```

It is uniquely stable if the inequality is strict for every other allowed charge:

$$F_q(m)< F_p(m)\qquad\text{for all integers } p\neq q \text{ with } |p|\le n .$$

```lean
/-- Charge `q` is the only minimiser of the uncorrected formation energy at Fermi level `m`
among the charges from `-n` to `n`. -/
def IsUniquelyStable (a U c : ℝ) (n : ℤ) (m : ℝ) (q : ℤ) : Prop :=
  |q| ≤ n ∧ ∀ p : ℤ, |p| ≤ n → p ≠ q →
    formationEnergy a U c m q < formationEnergy a U c m p
```

The distinction matters at transition levels, where two or more charges have the same formation energy. There each of them can be stable, but none uniquely so. A charge with $|q|<n$ is called an inner charge below. For $n=1$ the only one is the neutral state.

## The difference between two formation energies

Since $p^2-q^2=(p-q)^2+2q(p-q)$, the formation energies of two charges differ by

$$F_p-F_q=(p-q)\,\big[m+a+(U-2c)q\big]+\Big(\frac U2-c\Big)(p-q)^2 .$$

```lean
/-- The formation energies of two charges differ by a linear and a quadratic term in the
difference of the charges. -/
theorem formationEnergy_sub (a U c m : ℝ) (p q : ℤ) :
    formationEnergy a U c m p - formationEnergy a U c m q =
      ((p : ℝ) - q) * (m + a + (U - 2 * c) * q) + (U / 2 - c) * ((p : ℝ) - q) ^ 2 := by
  unfold formationEnergy uncorrectedEnergy correctedEnergy
  ring
```

The identity holds for all integers $p$ and $q$, allowed or not. The proof unfolds the three energy definitions and leaves the algebra to `ring`.

## The window of an inner charge

Write $x=m+a+(U-2c)q$ and $k=(U-2c)/2$. Both neighbours $q\pm1$ of an inner charge are allowed, and the difference formula gives

$$F_{q+1}-F_q = k+x,\qquad F_{q-1}-F_q=k-x .$$

If $q$ is stable, both are non-negative, so $|x|\le k$.

Conversely, let $|x|\le k$, so that $k\ge0$. For another charge $p$ put $d=p-q$, a nonzero integer. Then

$$F_p-F_q = dx+kd^2\;\ge\; -|d|\,k+k\,d^2 = k\,|d|\,(|d|-1)\;\ge\;0,$$

where the last step uses $|d|\ge1$. Comparison with the two neighbours is therefore enough, and $q$ is stable exactly when

$$\big|\,m+a+(U-2c)q\,\big|\le\frac{U-2c}{2}.$$

```lean
/-- A charge with `|q| < n` is stable exactly when the Fermi level lies within `(U - 2c)/2`
of `-a - (U - 2c) q`. -/
theorem stable_iff_window (a U c m : ℝ) {n q : ℤ} (hq : |q| < n) :
    IsStable a U c n m q ↔ |m + a + (U - 2 * c) * q| ≤ (U - 2 * c) / 2 := by
  have hb := abs_lt.mp hq
  constructor
  · intro h
    -- compare with the two neighbouring charges
    have h1 := h.2 (q + 1) (abs_le.mpr ⟨by omega, by omega⟩)
    have h2 := h.2 (q - 1) (abs_le.mpr ⟨by omega, by omega⟩)
    have e1 := formationEnergy_sub a U c m (q + 1) q
    have e2 := formationEnergy_sub a U c m (q - 1) q
    push_cast at e1 e2
    exact abs_le.mpr ⟨by nlinarith, by nlinarith⟩
  · intro h
    have hk : 0 ≤ (U - 2 * c) / 2 := le_trans (abs_nonneg _) h
    obtain ⟨hl, hr⟩ := abs_le.mp h
    refine ⟨hq.le, fun p _ => ?_⟩
    have e := formationEnergy_sub a U c m p q
    generalize m + a + (U - 2 * c) * (q : ℝ) = x at e hl hr
    -- distinct charges differ by at least one
    rcases lt_trichotomy p q with hp | hp | hp
    · have hp' : p + 1 ≤ q := by omega
      have hd : (p : ℝ) + 1 ≤ q := by exact_mod_cast hp'
      have s1 : 0 ≤ ((q : ℝ) - p) * ((U - 2 * c) / 2 - x) :=
        mul_nonneg (by linarith) (by linarith)
      have s2 : 0 ≤ (U - 2 * c) / 2 * (((q : ℝ) - p) * ((q : ℝ) - p - 1)) :=
        mul_nonneg hk (mul_nonneg (by linarith) (by linarith))
      nlinarith
    · rw [hp]
    · have hp' : q + 1 ≤ p := by omega
      have hd : (q : ℝ) + 1 ≤ p := by exact_mod_cast hp'
      have s1 : 0 ≤ ((p : ℝ) - q) * ((U - 2 * c) / 2 + x) :=
        mul_nonneg (by linarith) (by linarith)
      have s2 : 0 ≤ (U - 2 * c) / 2 * (((p : ℝ) - q) * ((p : ℝ) - q - 1)) :=
        mul_nonneg hk (mul_nonneg (by linarith) (by linarith))
      nlinarith
```

For $2c\le U$ the window is centred at $m=-a-(U-2c)q$ and has width $U-2c$. The corrected energies give width $U$, so the missing correction narrows each inner window by $2c$ until nothing is left of it.

In the first half of the proof, `h1` and `h2` are the comparisons with $q+1$ and $q-1$, and `omega` confirms that these charges are allowed. In the second half, `rcases` separates $p<q$, $p=q$ and $p>q$. The inequalities `s1` and `s2` split the estimate above into two non-negative terms. For $d>0$ the split is

$$dx+kd^2=d(k+x)+k\,d(d-1),$$

and for $d<0$ the same holds with $-d$ and $-x$ in place of $d$ and $x$.

## Small correction: every charge has its Fermi level

Let $2c<U$ and let $q$ be any allowed charge, extreme ones included. At

$$m=-a-(U-2c)q$$

the bracket in the difference formula vanishes, and for $p\ne q$

$$F_p-F_q=\Big(\frac U2-c\Big)(p-q)^2>0 .$$

```lean
/-- If `2c < U`, every allowed charge `q` is the only stable one at the Fermi level
`-a - (U - 2c) q`. -/
theorem uniquelyStable_of_lt (a : ℝ) {U c : ℝ} {n q : ℤ} (hU : 2 * c < U) (hq : |q| ≤ n) :
    IsUniquelyStable a U c n (-a - (U - 2 * c) * q) q := by
  refine ⟨hq, fun p _ hpq => ?_⟩
  have e := formationEnergy_sub a U c (-a - (U - 2 * c) * q) p q
  have hd : (p : ℝ) - q ≠ 0 := sub_ne_zero.mpr (by exact_mod_cast hpq)
  -- at this Fermi level only the positive quadratic term survives
  have hs : 0 < (U / 2 - c) * ((p : ℝ) - q) ^ 2 :=
    mul_pos (by linarith) (by positivity)
  nlinarith
```

The theorem names the Fermi level explicitly: it stands as an argument of `IsUniquelyStable`. In the proof, `hd` records that $p-q\neq0$ as a real number, and `hs` is the positive quadratic term.

## Large correction: no inner charge is ever stable

Let $2c>U$. A stable inner charge would have to satisfy

$$0\le\big|m+a+(U-2c)q\big|\le\frac{U-2c}{2}<0,$$

which is impossible for every $m$.

```lean
/-- If `2c > U`, a charge with `|q| < n` is not stable at any Fermi level. -/
theorem not_stable_of_gt (a : ℝ) {U c : ℝ} {n q : ℤ} (hU : U < 2 * c) (hq : |q| < n) (m : ℝ) :
    ¬ IsStable a U c n m q := by
  intro h
  have hw := (stable_iff_window a U c m hq).mp h
  have h0 := abs_nonneg (m + a + (U - 2 * c) * (q : ℝ))
  linarith
```

This excludes shared minima as well as unique ones, since `IsStable` permits ties. An inner charge is missing from the stability diagram altogether, not merely tied with others at isolated Fermi levels. When $0<U<2c$, the disappearance is an artefact of the missing correction. When $U<0$, the corrected energies lack the inner charges too, as the case $c=0$ shows.

## The exact criterion for unique stability

If an inner charge $q$ is uniquely stable at some $m$, both neighbours lie strictly higher. Adding the two differences removes the Fermi level:

$$0<(F_{q+1}-F_q)+(F_{q-1}-F_q)=U-2c .$$

Together with the result for small corrections, this shows that an inner charge is uniquely stable somewhere if and only if $2c<U$.

```lean
/-- A charge with `|q| < n` is the only stable one at some Fermi level if and only if
`2c < U`. -/
theorem exists_uniquelyStable_iff (a U c : ℝ) {n q : ℤ} (hq : |q| < n) :
    (∃ m, IsUniquelyStable a U c n m q) ↔ 2 * c < U := by
  constructor
  · rintro ⟨m, h⟩
    have hb := abs_lt.mp hq
    have h1 := h.2 (q + 1) (abs_le.mpr ⟨by omega, by omega⟩) (by omega)
    have h2 := h.2 (q - 1) (abs_le.mpr ⟨by omega, by omega⟩) (by omega)
    have e1 := formationEnergy_sub a U c m (q + 1) q
    have e2 := formationEnergy_sub a U c m (q - 1) q
    push_cast at e1 e2
    -- the sum of both differences is the curvature `U - 2c`
    nlinarith
  · intro hU
    exact ⟨_, uniquelyStable_of_lt a hU hq.le⟩
```

The criterion depends neither on $a$ nor on which inner charge is chosen, so the inner charges lose their unique stability all at once. At the boundary $2c=U$ the window has shrunk to the single point $m=-a$. There all allowed charges have the same formation energy, and an inner charge is stable but not uniquely so.

The forward direction of the proof again compares $q$ with its neighbours, now with strict inequalities, and `nlinarith` forms their sum. The backward direction supplies the Fermi level found above.

## The direct jump from $n$ to $-n$

Let $2c\ge U$ and $n\ge1$. The quadratic terms of the two extreme charges are equal, so

$$F_{-n}-F_n=-2n(m+a).$$

If $n$ is stable, this is non-negative and $m\le-a$. If $-n$ is stable, it is non-positive and $m\ge-a$.

For the converse, compare each extreme charge with an allowed charge $p$:

$$F_p-F_n=(n-p)(-a-m)+\Big(c-\frac U2\Big)(n-p)(n+p),$$

$$F_p-F_{-n}=(n+p)(m+a)+\Big(c-\frac U2\Big)(n-p)(n+p).$$

The last term is non-negative in both lines, because $|p|\le n$ and $2c\ge U$. The first line is therefore non-negative for $m\le-a$, and the second for $m\ge-a$.

```lean
/-- If `2c ≥ U` and `n ≥ 1`, the charge `n` is stable exactly for Fermi levels up to `-a`,
and the charge `-n` exactly for Fermi levels from `-a` on. -/
theorem extreme_charges_stable_iff (a m : ℝ) {U c : ℝ} {n : ℤ} (hU : U ≤ 2 * c) (hn : 1 ≤ n) :
    (IsStable a U c n m n ↔ m ≤ -a) ∧ (IsStable a U c n m (-n) ↔ -a ≤ m) := by
  have hn' : (1 : ℝ) ≤ n := by exact_mod_cast hn
  have hpos : |n| ≤ n := abs_le.mpr ⟨by omega, by omega⟩
  have hneg : |-n| ≤ n := abs_le.mpr ⟨by omega, by omega⟩
  have e := formationEnergy_sub a U c m (-n) n
  push_cast at e
  -- the two extreme charges differ only through the linear term
  have e' : formationEnergy a U c m (-n) - formationEnergy a U c m n
      = -(2 * n * (m + a)) := by rw [e]; ring
  have hquad : ∀ p : ℤ, |p| ≤ n →
      0 ≤ (n : ℝ) - p ∧ 0 ≤ (n : ℝ) + p ∧
        0 ≤ (c - U / 2) * (((n : ℝ) - p) * ((n : ℝ) + p)) := by
    intro p hp
    obtain ⟨hl, hr⟩ := abs_le.mp hp
    have hl' : -(n : ℝ) ≤ p := by exact_mod_cast hl
    have hr' : (p : ℝ) ≤ n := by exact_mod_cast hr
    exact ⟨by linarith, by linarith,
      mul_nonneg (by linarith) (mul_nonneg (by linarith) (by linarith))⟩
  refine ⟨⟨fun h => ?_, fun h => ⟨hpos, fun p hp => ?_⟩⟩,
    ⟨fun h => ?_, fun h => ⟨hneg, fun p hp => ?_⟩⟩⟩
  · have h1 := h.2 (-n) hneg
    by_contra hm
    have : 0 < (n : ℝ) * (m + a) := mul_pos (by linarith) (by linarith)
    linarith
  · obtain ⟨h1, _, h3⟩ := hquad p hp
    have ep := formationEnergy_sub a U c m p n
    have h4 : 0 ≤ ((n : ℝ) - p) * (-a - m) := mul_nonneg h1 (by linarith)
    nlinarith
  · have h1 := h.2 n hpos
    by_contra hm
    have : 0 < (n : ℝ) * (-a - m) := mul_pos (by linarith) (by linarith)
    linarith
  · obtain ⟨_, h2, h3⟩ := hquad p hp
    have ep := formationEnergy_sub a U c m p (-n)
    push_cast at ep
    have h4 : 0 ≤ ((n : ℝ) + p) * (m + a) := mul_nonneg h2 (by linarith)
    nlinarith
```

The theorem is a pair of equivalences, one for each extreme charge. As the Fermi level rises through $-a$, stability passes from $n$ to $-n$, and at $-a$ itself both are stable. For $n=1$ and $2c>U$ this is the direct jump from $+1$ to $-1$ described at the start. The condition $n\ge1$ excludes $n=0$, where the single charge $0$ is stable at every Fermi level.

In the proof, `e'` is the difference between the extreme charges and `hquad` collects the signs of $n-p$, $n+p$ and the common quadratic term. The four final bullets prove the two directions of the two equivalences.

## The supercell length at which inner charges return

For point charges in a periodic cell of length $L$, screened by a dielectric constant $\varepsilon$, the leading image-charge coefficient is

$$c=\frac{M}{2\varepsilon L},$$

where $M$ is the Madelung constant of the cell shape. The units are such that two unit charges at distance $r$ in vacuum have interaction energy $1/r$.

```lean
/-- Image-charge coefficient `M / (2 ε L)` for Madelung constant `M`, dielectric constant
`ε ≠ 0` and supercell length `L ≠ 0`. -/
def madelungCoefficient (M ε L : ℝ) : ℝ := M / (2 * ε * L)
```

With this coefficient, and with $\varepsilon$, $L$ and $U$ positive, the criterion for unique stability becomes

$$2c<U\iff\frac{M}{\varepsilon L}<U\iff L>\frac{M}{\varepsilon U}.$$

```lean
/-- With the Madelung coefficient as missing correction and `ε`, `L`, `U` positive, a charge
with `|q| < n` is the only stable one at some Fermi level if and only if the supercell length
`L` exceeds `M / (ε U)`. -/
theorem supercell_length_threshold (a M : ℝ) {U ε L : ℝ} {n q : ℤ}
    (hε : 0 < ε) (hL : 0 < L) (hU : 0 < U) (hq : |q| < n) :
    (∃ m, IsUniquelyStable a U (madelungCoefficient M ε L) n m q) ↔ M / (ε * U) < L := by
  have h2 : 2 * madelungCoefficient M ε L = M / (ε * L) := by
    unfold madelungCoefficient
    field_simp
  rw [exists_uniquelyStable_iff a U _ hq, h2, div_lt_iff₀ (mul_pos hε hL),
    div_lt_iff₀ (mul_pos hε hU)]
  constructor <;> intro h <;> linarith

end

end MissingChargeCorrection
```

Thus an inner charge is uniquely stable at some Fermi level exactly when the cell is longer than $M/(\varepsilon U)$. The proof rewrites with the earlier criterion and clears the positive denominators by `div_lt_iff₀`.

The form of $c$ is put in as a definition and not derived from electrostatics. It stands for a localised charge in a medium with one isotropic dielectric constant. Higher-order finite-size terms, potential alignment and any dependence of $a$ or $U$ on the cell size are absent from the model. Passing the threshold also does not make the uncorrected transition levels accurate: each inner window is still too narrow by $2c=M/(\varepsilon L)$, an error that decays only as $1/L$.

```lean
#print axioms MissingChargeCorrection.not_stable_of_gt
#print axioms MissingChargeCorrection.extreme_charges_stable_iff
#print axioms MissingChargeCorrection.supercell_length_threshold
```

```
'MissingChargeCorrection.not_stable_of_gt' depends on axioms: [propext, Classical.choice, Quot.sound]
'MissingChargeCorrection.extreme_charges_stable_iff' depends on axioms: [propext, Classical.choice, Quot.sound]
'MissingChargeCorrection.supercell_length_threshold' depends on axioms: [propext, Classical.choice, Quot.sound]
```
